# The propagator exp(−itH) of a finite Hermitian matrix is unitary

For a finite-dimensional quantum system with a time-independent Hamiltonian matrix H, and with ħ = 1, the propagator over a real time t is U = exp(−itH). The theorem states that if the complex matrix H is Hermitian, then U†U = 1, so evolution by U preserves inner products and norms. The attempt first shows that the exponent −itH is skew-Hermitian, meaning that its adjoint is its negative. It then writes U† as the exponential of that negative, merges the two exponentials into one because their exponents commute, and finishes with exp(0) = 1.

In Lean, a first try:

```lean
import Mathlib

open Matrix

namespace PropagatorUnitary

noncomputable section

variable {n m : Type*} [Fintype n] [DecidableEq n] [Fintype m] [DecidableEq m]

/-- The propagator `exp(-i t H)` of a Hamiltonian matrix `H`, with `ħ = 1`. -/
def propagator (H : Matrix n n ℂ) (t : ℝ) : Matrix n n ℂ :=
  NormedSpace.exp ((-(Complex.I * (t : ℂ))) • H)

/-- The propagator of a Hermitian matrix is unitary. -/
theorem propagator_unitary {H : Matrix n n ℂ} (hH : H.IsHermitian) (t : ℝ) :
    (propagator H t)ᴴ * propagator H t = 1 := by
  unfold propagator
  have hskew : ((-(Complex.I * (t : ℂ))) • H)ᴴ = -((-(Complex.I * (t : ℂ))) • H) := by
    rw [conjTranspose_smul, hH.eq, ← neg_smul]
    congr 1
    simp [mul_comm]
  rw [← Matrix.exp_conjTranspose, hskew,
    ← Matrix.exp_add_of_commute _ _ (Commute.refl _).neg_left, neg_add_cancel,
    NormedSpace.exp_zero]

end

end PropagatorUnitary
```

Lean reports:

```
Main.lean:24:36: error(lean.synthInstanceFailed): failed to synthesize instance of type class
  HasDistribNeg (Matrix ?m.105 ?m.105 ?m.106)

Hint: Type class instance resolution failures can be inspected with the `set_option trace.Meta.synthInstance true` command.
Main.lean:17:46: error: unsolved goals
n : Type u_1
inst✝¹ : Fintype n
inst✝ : DecidableEq n
H : Matrix n n ℂ
hH : H.IsHermitian
t : ℝ
hskew : (-(Complex.I * ↑t) • H)ᴴ = -(-(Complex.I * ↑t) • H)
⊢ NormedSpace.exp (-(-(Complex.I * ↑t) • H)) * NormedSpace.exp (-(Complex.I * ↑t) • H) = 1
```

After these edits no error is left:

```diff
@@ -21,6 +21,7 @@
     congr 1
     simp [mul_comm]
-  rw [← Matrix.exp_conjTranspose, hskew,
-    ← Matrix.exp_add_of_commute _ _ (Commute.refl _).neg_left, neg_add_cancel,
+  have hc : Commute (-((-(Complex.I * (t : ℂ))) • H)) ((-(Complex.I * (t : ℂ))) • H) :=
+    (Commute.refl ((-(Complex.I * (t : ℂ))) • H)).neg_left
+  rw [← Matrix.exp_conjTranspose, hskew, ← Matrix.exp_add_of_commute _ _ hc, neg_add_cancel,
     NormedSpace.exp_zero]
 
```

Diagnosis. The first message points at `(Commute.refl _).neg_left`, the proof that the two exponents commute. `neg_left` needs a `HasDistribNeg` instance, which says how negation interacts with multiplication. Lean elaborates this term before matching the rewrite against the goal, and the underscores leave the matrix's index type and entry type unknown, as the placeholders in `Matrix ?m.105 ?m.105 ?m.106` show. The instance search therefore fails.

The second message shows the goal left where the rewriting stopped: the first two rewrites had worked, but the product of exponentials had not been merged.

The repair proves the commutation beforehand as `hc`, with both matrices written out. Lean then knows that they are complex matrices indexed by `n` and can find the instance. Passing `hc` to `Matrix.exp_add_of_commute` lets the merge go through, and the remaining rewrites, which are unchanged, close the goal. The new line breaks in the `rw` are mere tidying.
